# Qubit and fermionic single excitations of a unit state with p occupied and q empty overlap by 1 − 2w sin² t

Under the Jordan-Wigner map, a fermionic single excitation between modes $p<q$ carries a string of Pauli $Z$ operators on the modes between them. Dropping the string from the generator $a_q^\dagger a_p-a_p^\dagger a_q$ gives a simpler one, and a rotation by $t$ means the exponential of $t$ times either generator. At equal angles the two rotations can give very different states: for a determinant with $p$ occupied, $q$ empty and one particle between them, rotations by $t=\pi/4$ produce orthogonal states. The formula in the title gives the overlap of the two rotated states at equal angle $t$, where $w$ is the probability of finding an odd number of particles on the modes strictly between $p$ and $q$. In a variational circuit the angle is free, and for a single determinant any difference can be removed by reversing the angle; for a superposition this can fail, as the example at the end shows.

In Lean 4 with Mathlib:

```lean
import Mathlib

open Matrix Finset

namespace JordanWignerExcitation

noncomputable section
```

## Modes, strings and the two generators

There are $n$ modes, numbered from 0. A configuration $x$ says which are occupied, and a state is a complex function $\psi(x)$ of configurations.

```lean
/-- An occupation pattern of `n` modes. -/
abbrev Config (n : ℕ) := Fin n → Bool
```

The occupation number $n_j(x)$ is 1 or 0.

```lean
variable {n : ℕ}

/-- The occupation number of mode `j`, as a complex number. -/
def occ (j : Fin n) (x : Config n) : ℂ := if x j = true then 1 else 0
```

For a set $S$ of modes, let $P_S(x)=\prod_{k\in S}(-1)^{n_k(x)}$.

```lean
/-- The product over the modes in `S` of the eigenvalues of Pauli `Z`: `-1` if occupied, `1` if empty. -/
def parity (S : Finset (Fin n)) (x : Config n) : ℂ := ∏ k ∈ S, if x k = true then -1 else 1
```

The operator $Z_S$ is diagonal with entries $P_S(x)$.

```lean
/-- The string of Pauli `Z` operators on the modes in `S`. -/
def zString (S : Finset (Fin n)) : Matrix (Config n) (Config n) ℂ := diagonal (parity S)
```

The bare lowering matrix $\sigma_j$ empties mode $j$ with amplitude 1. Its row index is the final configuration.

```lean
/-- The single-site lowering matrix, which empties mode `j` without any sign. -/
def lower (j : Fin n) : Matrix (Config n) (Config n) ℂ :=
  Matrix.of fun x y => if x j = false ∧ y = Function.update x j true then 1 else 0
```

The fermionic annihilator is $a_j=Z_{<j}\,\sigma_j$, where $Z_{<j}$ is the string on all modes below $j$ (`Iio j`).

```lean
/-- The Jordan-Wigner annihilation operator: the `Z` string below `j` times the lowering matrix. -/
def ann (j : Fin n) : Matrix (Config n) (Config n) ℂ := zString (Iio j) * lower j
```

The fermionic generator is $F=a_q^\dagger a_p-a_p^\dagger a_q$.

```lean
/-- The fermionic excitation generator `F = a_q* a_p - a_p* a_q`. -/
def fermionic (p q : Fin n) : Matrix (Config n) (Config n) ℂ :=
  (ann q)ᴴ * ann p - (ann p)ᴴ * ann q
```

The qubit generator is $B=\sigma_q^\dagger\sigma_p-\sigma_p^\dagger\sigma_q$. It is defined independently of $F$, so their relation has to be derived.

```lean
/-- The qubit excitation generator `B`, built from lowering matrices without `Z` strings. -/
def qubit (p q : Fin n) : Matrix (Config n) (Config n) ℂ :=
  (lower q)ᴴ * lower p - (lower p)ᴴ * lower q
```

The odd weight is $w=\sum_x|\psi(x)|^2$, restricted to configurations with an odd number of particles in $S$.

```lean
/-- The weight of `ψ` on configurations with an odd number of particles in `S`. -/
def oddWeight (S : Finset (Fin n)) (ψ : Config n → ℂ) : ℝ :=
  ∑ x, if Odd (S.filter fun k => x k = true).card then ‖ψ x‖ ^ 2 else 0
```

## A generator squaring to −1 rotates in a plane

Suppose $A^2V=-V$, and set
$$G(s)=e^{sA}\left[\cos(t-s)\,V+\sin(t-s)\,AV\right].$$
Then
$$G'(s)=e^{sA}\left[\cos(t-s)AV-\sin(t-s)V+\sin(t-s)V-\cos(t-s)AV\right]=0.$$
Hence $G(t)=G(0)$, which reads $e^{tA}V=\cos t\,V+\sin t\,AV$. In the code, `hd` is the vanishing derivative, and constancy is then applied at $t$ and 0.

```lean
/-- In a real Banach algebra, if `A² V = -V` then `exp(tA) V = cos t V + sin t A V`. -/
theorem exp_rotation {R : Type*} [NormedRing R] [NormedAlgebra ℝ R] [CompleteSpace R]
    (A V : R) (h : A * (A * V) = -V) (t : ℝ) :
    NormedSpace.exp (t • A) * V = Real.cos t • V + Real.sin t • (A * V) := by
  -- evolving forward by s and rotating by the remaining t - s does not depend on s
  have hd : ∀ u : ℝ, HasDerivAt (fun s : ℝ => NormedSpace.exp (s • A) *
      (Real.cos (t - s) • V + Real.sin (t - s) • (A * V))) 0 u := by
    intro u
    have hc : HasDerivAt (fun s : ℝ => Real.cos (t - s)) (Real.sin (t - u)) u := by
      simpa using ((hasDerivAt_id u).const_sub t).cos
    have hs : HasDerivAt (fun s : ℝ => Real.sin (t - s)) (-Real.cos (t - u)) u := by
      simpa using ((hasDerivAt_id u).const_sub t).sin
    have h3 : A * (Real.cos (t - u) • V + Real.sin (t - u) • (A * V)) +
        (Real.sin (t - u) • V + (-Real.cos (t - u)) • (A * V)) = 0 := by
      rw [mul_add, mul_smul_comm, mul_smul_comm, h]
      module
    refine ((hasDerivAt_exp_smul_const A u).fun_mul
      ((hc.smul_const V).fun_add (hs.smul_const (A * V)))).congr_deriv ?_
    rw [mul_assoc, ← mul_add]
    exact (congrArg (NormedSpace.exp (u • A) * ·) h3).trans (mul_zero _)
  have hc := is_const_of_deriv_eq_zero (fun u => (hd u).differentiableAt)
    (fun u => (hd u).deriv) t 0
  simp only [sub_self, sub_zero, zero_smul, NormedSpace.exp_zero, Real.cos_zero,
    Real.sin_zero, one_smul, add_zero, one_mul] at hc
  exact hc
```

Here $V$ belongs to the same algebra as $A$. For a state $v$, take $V$ to be the square matrix whose columns all equal $v$, and read off one column.

```lean
/-- If a matrix satisfies `A² v = -v` on a state `v`, then `exp(tA) v = cos t v + sin t A v`. -/
theorem exp_mulVec {m : Type*} [Fintype m] [DecidableEq m] (A : Matrix m m ℂ) (v : m → ℂ)
    (h : A *ᵥ (A *ᵥ v) = -v) (t : ℝ) :
    NormedSpace.exp (t • A) *ᵥ v = Real.cos t • v + Real.sin t • (A *ᵥ v) := by
  -- a square matrix all of whose columns are v
  obtain ⟨V, hV⟩ : ∃ V : Matrix m m ℂ, ∀ i j, V i j = v i := ⟨fun i _ => v i, fun _ _ => rfl⟩
  have h2 : A * (A * V) = -V := by
    ext i j
    have := congrFun h i
    simpa [hV, Matrix.mul_apply, Matrix.mulVec, dotProduct] using this
  have key : NormedSpace.exp (t • A) * V = Real.cos t • V + Real.sin t • (A * V) := by
    let : NormedRing (Matrix m m ℂ) := Matrix.linftyOpNormedRing
    let : NormedAlgebra ℝ (Matrix m m ℂ) := Matrix.linftyOpNormedAlgebra
    exact exp_rotation A V h2 t
  ext i
  have := congrFun (congrFun key i) i
  simpa [hV, Matrix.mul_apply, Matrix.mulVec, dotProduct] using this
```

## The strings below p cancel

Acting on amplitudes, $(\sigma_j\varphi)(x)$ is $\varphi$ at $x$ with $j$ filled, if $j$ is empty in $x$, and 0 otherwise. The adjoint exchanges "filled" and "empty"; `flip` reads the same matrix element from its other end.

```lean
/-- The amplitudes of a state after the lowering matrix of mode `j` and after its adjoint. -/
theorem site_action (j : Fin n) (φ : Config n → ℂ) (x : Config n) :
    (lower j *ᵥ φ) x = (if x j = false then φ (Function.update x j true) else 0) ∧
    ((lower j)ᴴ *ᵥ φ) x = (if x j = true then φ (Function.update x j false) else 0) := by
  have flip : ∀ y : Config n, (y j = false ∧ x = Function.update y j true) ↔
      (x j = true ∧ y = Function.update x j false) := by
    intro y
    constructor
    · rintro ⟨h, rfl⟩
      exact ⟨by simp, by rw [Function.update_idem, ← h, Function.update_eq_self]⟩
    · rintro ⟨h, rfl⟩
      exact ⟨by simp, by rw [Function.update_idem, ← h, Function.update_eq_self]⟩
  have e : ∀ y, (lower j)ᴴ x y =
      if x j = true ∧ y = Function.update x j false then 1 else 0 := by
    intro y
    rw [conjTranspose_apply, lower, Matrix.of_apply]
    simp only [flip y]
    split_ifs <;> simp
  constructor
  · by_cases h : x j = false <;> simp [lower, Matrix.mulVec, dotProduct, h]
  · simp only [Matrix.mulVec, dotProduct, e]
    by_cases h : x j = true <;> simp [h]
```

Every sign squares to one: $P_S(x)^2=1$.

```lean
/-- The sign of a `Z` string squares to one. -/
theorem parity_sq (S : Finset (Fin n)) (x : Config n) : parity S x * parity S x = 1 := by
  rw [parity, ← Finset.prod_mul_distrib]
  exact Finset.prod_eq_one fun k _ => by split_ifs <;> norm_num
```

Write $P_{pq}$ and $Z_{pq}$ for the string strictly between the modes (`Ioo p q`). If $p$ is empty in $y$, its own factor is $+1$, so $P_{<q}(y)=P_{<p}(y)P_{pq}(y)$. Multiplying by $P_{<p}(y)$ gives
$$P_{<q}(y)P_{<p}(y)=P_{pq}(y).$$

```lean
/-- For `p < q` and `p` empty, the strings below `q` and below `p` multiply to the string
strictly between them. -/
theorem parity_mul {p q : Fin n} (hpq : p < q) {y : Config n} (hy : y p = false) :
    parity (Iio q) y * parity (Iio p) y = parity (Ioo p q) y := by
  have hlt := Fin.lt_def.1 hpq
  have hset : Iio q = Iio p ∪ insert p (Ioo p q) := by
    ext k
    simp only [mem_Iio, mem_union, mem_insert, mem_Ioo, Fin.lt_def, Fin.ext_iff]
    omega
  have hdis : Disjoint (Iio p) (insert p (Ioo p q)) := by
    rw [Finset.disjoint_left]
    intro k hk hk'
    simp only [mem_Iio, mem_insert, mem_Ioo, Fin.lt_def, Fin.ext_iff] at hk hk'
    omega
  have hsplit : parity (Iio q) y = parity (Iio p) y * parity (Ioo p q) y := by
    unfold parity
    rw [hset, Finset.prod_union hdis, Finset.prod_insert (by simp)]
    simp [hy]
  rw [hsplit]
  linear_combination parity (Ioo p q) y * parity_sq (Iio p) y
```

The two hops are
$$a_q^\dagger a_p=\sigma_q^\dagger Z_{<q}Z_{<p}\sigma_p,\qquad a_p^\dagger a_q=\sigma_p^\dagger Z_{<p}Z_{<q}\sigma_q.$$
In both, the strings act where $p$ is empty: $\sigma_p$ has just emptied it, or $\sigma_p^\dagger$ is about to fill it. The strings therefore reduce to $Z_{pq}$, which commutes with changes at $p$ and $q$ (`hup`). Subtracting the hops, `e1` and `e2`, gives $F=Z_{pq}B$.

```lean
/-- For `p < q` the fermionic generator is the `Z` string strictly between the two modes times
the qubit generator. -/
theorem fermionic_eq {p q : Fin n} (hpq : p < q) :
    fermionic p q = zString (Ioo p q) * qubit p q := by
  have hup : ∀ (S : Finset (Fin n)) (j : Fin n) (b : Bool) (x : Config n), j ∉ S →
      parity S (Function.update x j b) = parity S x := by
    intro S j b x hj
    refine Finset.prod_congr rfl fun k hk => ?_
    have hkj : k ≠ j := by
      rintro rfl
      exact hj hk
    rw [Function.update_of_ne hkj]
  have hann : ∀ (j : Fin n) (φ : Config n → ℂ) (x : Config n),
      (ann j *ᵥ φ) x = parity (Iio j) x * (lower j *ᵥ φ) x := by
    intro j φ x
    rw [ann, ← Matrix.mulVec_mulVec, zString, Matrix.mulVec_diagonal]
  have hadj : ∀ (j : Fin n) (φ : Config n → ℂ),
      (ann j)ᴴ *ᵥ φ = (lower j)ᴴ *ᵥ (fun y => parity (Iio j) y * φ y) := by
    intro j φ
    have hz : (zString (Iio j))ᴴ = zString (Iio j) := by
      rw [zString, Matrix.diagonal_conjTranspose]
      congr 1
      funext x
      simp only [Pi.star_apply, parity, star_prod]
      exact Finset.prod_congr rfl fun k _ => by split_ifs <;> simp
    rw [ann, Matrix.conjTranspose_mul, ← Matrix.mulVec_mulVec, hz]
    congr 1
    funext y
    rw [zString, Matrix.mulVec_diagonal]
  refine Matrix.toLin'.injective (LinearMap.ext fun φ => funext fun x => ?_)
  -- the hop from p to q
  have e1 : ((ann q)ᴴ *ᵥ (ann p *ᵥ φ)) x =
      parity (Ioo p q) x * ((lower q)ᴴ *ᵥ (lower p *ᵥ φ)) x := by
    rw [hadj, (site_action q _ x).2, (site_action q _ x).2]
    by_cases hq : x q = true
    · simp only [if_pos hq]
      rw [hann, (site_action p φ _).1]
      by_cases hp : Function.update x q false p = false
      · rw [if_pos hp, ← mul_assoc, parity_mul hpq hp, hup _ _ _ _ (by simp)]
      · rw [if_neg hp]
        simp
    · simp [hq]
  -- the hop back
  have e2 : ((ann p)ᴴ *ᵥ (ann q *ᵥ φ)) x =
      parity (Ioo p q) x * ((lower p)ᴴ *ᵥ (lower q *ᵥ φ)) x := by
    rw [hadj, (site_action p _ x).2, (site_action p _ x).2]
    by_cases hp : x p = true
    · simp only [if_pos hp]
      rw [hann, ← mul_assoc, mul_comm (parity (Iio p) _), parity_mul hpq (by simp),
        hup _ _ _ _ (by simp)]
    · simp [hp]
  rw [Matrix.toLin'_apply, Matrix.toLin'_apply, ← Matrix.mulVec_mulVec, zString,
    Matrix.mulVec_diagonal, fermionic, qubit, Matrix.sub_mulVec, Matrix.sub_mulVec,
    Pi.sub_apply, Pi.sub_apply, ← Matrix.mulVec_mulVec, ← Matrix.mulVec_mulVec,
    ← Matrix.mulVec_mulVec, ← Matrix.mulVec_mulVec, e1, e2, mul_sub]
```

## The qubit generator swaps two occupations

Let $\tilde x$ be $x$ with the occupations of $p$ and $q$ exchanged. The first hop contributes $+\varphi(\tilde x)$ when $q$ is occupied and $p$ empty, the second $-\varphi(\tilde x)$ in the opposite case, and neither contributes when the occupations agree:
$$(B\varphi)(x)=\left(n_q(x)-n_p(x)\right)\varphi(\tilde x).$$
The proof runs through these four cases.

```lean
/-- For distinct modes the qubit generator exchanges the occupations of `p` and `q`, with
amplitude `n_q - n_p`. -/
theorem qubit_apply {p q : Fin n} (hpq : p ≠ q) (φ : Config n → ℂ) (x : Config n) :
    (qubit p q *ᵥ φ) x = (occ q x - occ p x) * φ (x ∘ Equiv.swap p q) := by
  have e1 : Function.update (Function.update x q (x p)) p (x q) = x ∘ Equiv.swap p q := by
    funext k
    by_cases hkp : k = p
    · simp [hkp]
    · by_cases hkq : k = q
      · simp [hkq, hpq.symm]
      · simp [hkp, hkq, Equiv.swap_apply_of_ne_of_ne hkp hkq]
  have e2 : Function.update (Function.update x p (x q)) q (x p) = x ∘ Equiv.swap p q := by
    rw [Function.update_comm hpq, e1]
  rw [qubit, Matrix.sub_mulVec, Pi.sub_apply, ← Matrix.mulVec_mulVec, ← Matrix.mulVec_mulVec,
    (site_action q _ x).2, (site_action p φ _).1, (site_action p _ x).2, (site_action q φ _).1,
    Function.update_of_ne hpq, Function.update_of_ne hpq.symm]
  rcases Bool.eq_false_or_eq_true (x p) with hp | hp <;>
  rcases Bool.eq_false_or_eq_true (x q) with hq | hq <;>
  rw [hp, hq] at e1 e2 <;> simp [occ, hp, hq, e1, e2]
```

## The string expectation is 1 − 2w

Since $P_S(x)=-1$ exactly when $S$ holds an odd number of particles, a unit state has
$$\sum_x P_S(x)|\psi(x)|^2=(1-w)-w=1-2w.$$

```lean
/-- In a unit state the `Z` string on `S` has expectation value `1 - 2w`, with `w` the weight on
configurations with an odd number of particles in `S`. -/
theorem parity_expectation (S : Finset (Fin n)) (ψ : Config n → ℂ) (hψ : star ψ ⬝ᵥ ψ = 1) :
    ∑ x, parity S x * (star (ψ x) * ψ x) = ((1 - 2 * oddWeight S ψ : ℝ) : ℂ) := by
  have hn : ∑ x, star (ψ x) * ψ x = 1 := hψ
  have hx : ∀ x, parity S x * (star (ψ x) * ψ x) = star (ψ x) * ψ x - 2 *
      ((if Odd (S.filter fun k => x k = true).card then ‖ψ x‖ ^ 2 else 0 : ℝ) : ℂ) := by
    intro x
    have hz : star (ψ x) * ψ x = ((‖ψ x‖ ^ 2 : ℝ) : ℂ) := by
      rw [Complex.star_def, mul_comm, Complex.mul_conj, Complex.normSq_eq_norm_sq]
    have hp : parity S x = (-1) ^ (S.filter fun k => x k = true).card := by
      simp [parity, Finset.prod_ite]
    rw [hz, hp]
    by_cases ho : Odd (S.filter fun k => x k = true).card
    · rw [if_pos ho, ho.neg_one_pow]
      ring
    · rw [if_neg ho, (Nat.not_odd_iff_even.1 ho).neg_one_pow, Complex.ofReal_zero]
      ring
  rw [Finset.sum_congr rfl fun x _ => hx x, Finset.sum_sub_distrib, ← Finset.mul_sum, hn,
    ← Complex.ofReal_sum, ← oddWeight]
  push_cast
  ring
```

## The overlap

On the support of $\psi$, $n_p=1$ and $n_q=0$, so applying $B$ twice gives $B^2\psi=-\psi$. As $Z_{pq}$ commutes with $B$ and squares to one, $F^2\psi=-\psi$ too (`hB2`, `hF2`). Thus
$$e^{tB}\psi=\cos t\,\psi+\sin t\,B\psi,\qquad e^{tF}\psi=\cos t\,\psi+\sin t\,Z_{pq}B\psi.$$
The cross terms vanish because $B\psi$ lives where $p$ is empty. Relabelling $x\to\tilde x$ (`hre`) leaves $P_{pq}$ unchanged, so $\langle B\psi,Z_{pq}B\psi\rangle=\langle\psi,Z_{pq}\psi\rangle$ and
$$\langle e^{tB}\psi,e^{tF}\psi\rangle=\cos^2t+(1-2w)\sin^2t=1-2w\sin^2t.$$

In the statement, `hψ` is normalisation and `hocc` says that every configuration with nonzero amplitude has $p$ occupied and $q$ empty. The inner product conjugates its first argument, and the equation is between complex numbers, so the overlap is real. Particle number need not be fixed. Some restriction on the occupations of $p$ and $q$ is needed: if both are empty, both generators annihilate $\psi$ and the overlap is 1, even when $w=1$. The theorem concerns a single exact rotation, not double excitations or products of rotations.

```lean
/-- For `p < q` and a unit state with `p` occupied and `q` empty, the qubit and fermionic
rotations by `t` have overlap `1 - 2w sin² t`, with `w` the weight on configurations with an odd
number of particles strictly between `p` and `q`. -/
theorem overlap {p q : Fin n} (hpq : p < q) (ψ : Config n → ℂ) (hψ : star ψ ⬝ᵥ ψ = 1)
    (hocc : ∀ x, ψ x ≠ 0 → x p = true ∧ x q = false) (t : ℝ) :
    star (NormedSpace.exp (t • qubit p q) *ᵥ ψ) ⬝ᵥ (NormedSpace.exp (t • fermionic p q) *ᵥ ψ) =
      ((1 - 2 * oddWeight (Ioo p q) ψ * Real.sin t ^ 2 : ℝ) : ℂ) := by
  have hσ : ∀ x : Config n, (x ∘ Equiv.swap p q) ∘ Equiv.swap p q = x := by
    intro x
    funext k
    simp
  have hs : ∀ x : Config n, parity (Ioo p q) (x ∘ Equiv.swap p q) = parity (Ioo p q) x := by
    intro x
    refine Finset.prod_congr rfl fun k hk => ?_
    rw [Function.comp_apply, Equiv.swap_apply_of_ne_of_ne (mem_Ioo.1 hk).1.ne'
      (mem_Ioo.1 hk).2.ne]
  have hF : ∀ (φ : Config n → ℂ) (x : Config n),
      (fermionic p q *ᵥ φ) x = parity (Ioo p q) x * (qubit p q *ᵥ φ) x := by
    intro φ x
    rw [fermionic_eq hpq, ← Matrix.mulVec_mulVec, zString, Matrix.mulVec_diagonal]
  -- both generators square to -1 on ψ
  have hsq : ∀ x, (occ q x - occ p x) * ((occ q (x ∘ Equiv.swap p q) -
      occ p (x ∘ Equiv.swap p q)) * ψ x) = -ψ x := by
    intro x
    by_cases h0 : ψ x = 0
    · simp [h0]
    · obtain ⟨a, b⟩ := hocc x h0
      simp [occ, a, b]
  have hB2 : qubit p q *ᵥ (qubit p q *ᵥ ψ) = -ψ := by
    funext x
    rw [qubit_apply hpq.ne, qubit_apply hpq.ne, hσ, hsq, Pi.neg_apply]
  have hF2 : fermionic p q *ᵥ (fermionic p q *ᵥ ψ) = -ψ := by
    funext x
    rw [hF, qubit_apply hpq.ne, hF, qubit_apply hpq.ne, hσ, hs, Pi.neg_apply]
    linear_combination (parity (Ioo p q) x * parity (Ioo p q) x) * hsq x -
      ψ x * parity_sq (Ioo p q) x
  rw [exp_mulVec _ ψ hB2 t, exp_mulVec _ ψ hF2 t]
  have hcs := Real.sin_sq_add_cos_sq t
  generalize Real.cos t = C at hcs ⊢
  generalize Real.sin t = S at hcs ⊢
  -- the cross terms vanish, since ψ and its excitation have disjoint supports
  have hterm : ∀ x, star ((C • ψ + S • (qubit p q *ᵥ ψ)) x) *
      (C • ψ + S • (fermionic p q *ᵥ ψ)) x = (C : ℂ) ^ 2 * (star (ψ x) * ψ x) +
      (S : ℂ) ^ 2 * (parity (Ioo p q) (x ∘ Equiv.swap p q) *
        (star (ψ (x ∘ Equiv.swap p q)) * ψ (x ∘ Equiv.swap p q))) := by
    intro x
    simp only [Pi.add_apply, Pi.smul_apply, Complex.real_smul, hF, qubit_apply hpq.ne, hs,
      Complex.star_def, map_add, map_mul, Complex.conj_ofReal]
    by_cases h0 : ψ (x ∘ Equiv.swap p q) = 0
    · simp only [h0, map_zero, mul_zero, add_zero]
      ring
    · obtain ⟨a, b⟩ := hocc _ h0
      simp only [Function.comp_apply, Equiv.swap_apply_left, Equiv.swap_apply_right] at a b
      have hx : ψ x = 0 := by
        by_contra h
        have := (hocc x h).1
        simp [b] at this
      have hd : occ q x - occ p x = 1 := by simp [occ, a, b]
      simp only [hx, hd, map_zero, map_one, mul_zero, zero_add, one_mul]
      ring
  have hn : ∑ x, star (ψ x) * ψ x = 1 := hψ
  have hre : ∑ x : Config n, parity (Ioo p q) (x ∘ Equiv.swap p q) *
      (star (ψ (x ∘ Equiv.swap p q)) * ψ (x ∘ Equiv.swap p q)) =
      ∑ x, parity (Ioo p q) x * (star (ψ x) * ψ x) :=
    Equiv.sum_comp (Function.Involutive.toPerm (fun x : Config n => x ∘ Equiv.swap p q) hσ)
      (fun x => parity (Ioo p q) x * (star (ψ x) * ψ x))
  have hcs' : (S : ℂ) ^ 2 + (C : ℂ) ^ 2 = 1 := by exact_mod_cast hcs
  refine (Finset.sum_congr rfl fun x _ => hterm x).trans ?_
  rw [Finset.sum_add_distrib, ← Finset.mul_sum, ← Finset.mul_sum, hn, hre,
    parity_expectation _ ψ hψ]
  push_cast
  linear_combination hcs'

end

end JordanWignerExcitation
```

```lean
#print axioms JordanWignerExcitation.overlap
```

```
'JordanWignerExcitation.overlap' depends on axioms: [propext, Classical.choice, Quot.sound]
```

## Four modes, and adjacent modes

In the kets below, mode 0 is the leftmost digit. Take $n=4$, $p=0$, $q=2$ and the two-particle state $\psi=\tfrac{\sqrt3}{2}|1001\rangle+\tfrac12|1100\rangle$, so $w=\tfrac14$. Both generators send $|1001\rangle$ to $|0011\rangle$, but $B|1100\rangle=|0110\rangle$ while $F|1100\rangle=-|0110\rangle$. At $t=\pi/4$ the overlap is
$$\tfrac12\left[\tfrac34(1+1)+\tfrac14(1-1)\right]=\tfrac34,$$
in agreement with $1-2\cdot\tfrac14\cdot\tfrac12$. For $|1100\rangle$ alone, $w=1$ and the formula becomes $\cos 2t$. At $t=\pi/2$ this is $-1$: the two vectors differ only by a sign and describe the same physical state. For this determinant $F\psi=-B\psi$, so $e^{tF}\psi=e^{-tB}\psi$, and a qubit rotation by $-t$ reproduces the fermionic one. In the superposition above, $|1001\rangle$ needs the angle $t$ and $|1100\rangle$ the angle $-t$, so at $t=\pi/4$ no single qubit rotation of $\psi$ gives the fermionic state.

The smallest case is $n=2$ with $p=0$, $q=1$. No mode lies between them, so $w=0$, $F=B$ and the overlap is 1 for every $t$.
